# At fixed momentum, repeated checkerboard steps converge to free Dirac evolution in one dimension

I want to treat the checkerboard at one fixed momentum $p$, so that a time step $s$ is a $2\times2$ matrix and not a sum over paths:

$$M(s)=\begin{pmatrix}e^{-ips}&ims\\ ims&e^{ips}\end{pmatrix}.$$

The diagonal phases keep the direction of motion; the amplitude $ims$ reverses it, with $m$ the mass. A reversal is placed in the middle of a step, so that the motion before and after it cancels and leaves no phase; with turns between steps, the off-diagonal entries would carry phases $e^{\pm ips}$. Physically, $n$ steps of length $t/n$ should become Dirac evolution as $n\to\infty$. Can this be made rigorous, with an error bound, and machine-checked?

## From one step to the limit

Yes. In units $\hbar=c=1$, set $E=\sqrt{p^2+m^2}>0$, $H=p\sigma_3-m\sigma_1$ and

$$U(t)=\cos(Et)-iH\,\frac{\sin(Et)}{E}.$$

Here $H$ is the Dirac Hamiltonian at momentum $p$, and $\sigma_1$, $\sigma_3$ are Pauli matrices. Since these anticommute and square to the identity, $H^2=E^2$. Hence $U'=-E\sin(Et)-iH\cos(Et)=-iHU$. The addition formulas give $U(s+t)=U(s)U(t)$, so $U(t/n)^n=U(t)$.

For $ms\ne0$ a single step is not exactly unitary: $M(s)^\dagger M(s)=1+m^2s^2$. The argument bounds absolute row sums, called row sums below.

**Stability.** The row sums of $M(s)$ are $1+|ms|\le e^{|ms|}$. The diagonal entries of $U(s)$ have squared modulus $\cos^2(Es)+p^2\sin^2(Es)/E^2\le1$, and the others have modulus at most $|ms|$, so the same bound holds.

**Consistency.** Each row sum of $M(s)-U(s)$ has three contributions:

- $|\cos ps-\cos Es|\le(Es)^2$, because both cosines lie between $1-(Es)^2/2$ and $1$.
- $|\sin ps-p\sin(Es)/E|\le(ps)^2+|p|Es^2\le2(Es)^2$, by $|\sin x-x|\le x^2$ used twice.
- $|m|\,|s-\sin(Es)/E|\le|m|Es^2\le(Es)^2$.

The total is at most $4(Es)^2$.

**Accumulation.** Let $A$ and $B$ have row sums at most $K\ge1$, and $A-B$ at most $\delta$. From
$$A^{n+1}-B^{n+1}=A^n(A-B)+(A^n-B^n)B,$$
induction gives $nK^n\delta$ for $A^n-B^n$. With $K=e^{|mt|/n}$ and $\delta=4(Et/n)^2$, every entry of $M(t/n)^n-U(t)$ has modulus at most

$$\frac{4(Et)^2e^{|mt|}}{n}\to0.$$

## What the Lean theorems say

`transfer`, `hamiltonian` and `evolution` are $M$, $H$ and $U$; `RowBound A K` bounds every absolute row sum of `A` by `K`. `checkerboard_error` is the estimate above for $n\ne0$, and `checkerboard_tendsto_dirac` is the limit in the usual matrix topology.

The hypothesis `hE : 0 < energy p m` excludes only $p=m=0$, where every step is the identity. `energy_pos` supplies it for any nonzero mass, and massless particles with $p\ne0$ are included.

The theorems concern a free particle at one momentum. They do not construct the path sum or the position-space propagator, and the bound is not uniform in $p$. For a given momentum and time, it gives a number of steps that suffices for a prescribed accuracy of every matrix entry, rounding errors aside.

```lean
import Mathlib

open Matrix Filter Topology
open Complex (I)

namespace CheckerboardDirac

noncomputable section

/-- The relativistic energy `E = √(p² + m²)`. -/
def energy (p m : ℝ) : ℝ := Real.sqrt (p ^ 2 + m ^ 2)

/-- The Dirac Hamiltonian `p σ₃ - m σ₁` in one space dimension at momentum `p`. -/
def hamiltonian (p m : ℝ) : Matrix (Fin 2) (Fin 2) ℂ := !![(p : ℂ), -m; -m, -p]

/-- The checkerboard transfer matrix for one time step `s`: a phase for keeping the direction
of motion, an amplitude `i m s` for reversing it. -/
def transfer (p m s : ℝ) : Matrix (Fin 2) (Fin 2) ℂ :=
  !![Complex.exp (-(I * p * s)), I * m * s; I * m * s, Complex.exp (I * p * s)]

/-- The matrix `cos(Et) - i H sin(Et)/E`, with `H` the Dirac Hamiltonian. -/
def evolution (p m t : ℝ) : Matrix (Fin 2) (Fin 2) ℂ :=
  ((Real.cos (energy p m * t) : ℝ) : ℂ) • 1
    - (I * ((Real.sin (energy p m * t) / energy p m : ℝ) : ℂ)) • hamiltonian p m

/-- Every absolute row sum of the matrix `A` is at most `K`. -/
def RowBound (A : Matrix (Fin 2) (Fin 2) ℂ) (K : ℝ) : Prop := ∀ i, ∑ j, ‖A i j‖ ≤ K

private theorem energy_sq (p m : ℝ) : energy p m ^ 2 = p ^ 2 + m ^ 2 :=
  Real.sq_sqrt (by positivity)

/-- A particle with non-zero mass has positive energy. -/
theorem energy_pos (p : ℝ) {m : ℝ} (hm : m ≠ 0) : 0 < energy p m :=
  Real.sqrt_pos.2 (by positivity)

private theorem ext2 {a b c d a' b' c' d' : ℂ} (h1 : a = a') (h2 : b = b') (h3 : c = c')
    (h4 : d = d') : !![a, b; c, d] = !![a', b'; c', d'] := by rw [h1, h2, h3, h4]

private theorem sub2 (a b c d a' b' c' d' : ℂ) : !![a, b; c, d] - !![a', b'; c', d']
    = !![a - a', b - b'; c - c', d - d'] := by
  ext i j; fin_cases i <;> fin_cases j <;> rfl

private theorem transfer_eq (p m s : ℝ) : transfer p m s =
    !![((Real.cos (p * s) : ℝ) : ℂ) + I * -((Real.sin (p * s) : ℝ) : ℂ), I * m * s;
      I * m * s, ((Real.cos (p * s) : ℝ) : ℂ) + I * ((Real.sin (p * s) : ℝ) : ℂ)] := by
  unfold transfer
  refine ext2 ?_ rfl rfl ?_
  · rw [show -(I * p * s) = -((p * s : ℝ) : ℂ) * I by push_cast; ring, Complex.exp_mul_I,
      Complex.cos_neg, Complex.sin_neg, Complex.ofReal_cos, Complex.ofReal_sin]
    ring
  · rw [show I * p * s = ((p * s : ℝ) : ℂ) * I by push_cast; ring, Complex.exp_mul_I,
      Complex.ofReal_cos, Complex.ofReal_sin]
    ring

private theorem evolution_eq (p m t : ℝ) : evolution p m t =
    !![((Real.cos (energy p m * t) : ℝ) : ℂ)
        - I * p * ((Real.sin (energy p m * t) / energy p m : ℝ) : ℂ),
      I * m * ((Real.sin (energy p m * t) / energy p m : ℝ) : ℂ);
      I * m * ((Real.sin (energy p m * t) / energy p m : ℝ) : ℂ),
      ((Real.cos (energy p m * t) : ℝ) : ℂ)
        + I * p * ((Real.sin (energy p m * t) / energy p m : ℝ) : ℂ)] := by
  unfold evolution
  generalize ((Real.cos (energy p m * t) : ℝ) : ℂ) = a
  generalize ((Real.sin (energy p m * t) / energy p m : ℝ) : ℂ) = x
  ext i j
  fin_cases i <;> fin_cases j <;> simp [hamiltonian] <;> ring

/-- The Dirac Hamiltonian squares to `E²` times the identity. -/
theorem hamiltonian_sq (p m : ℝ) :
    hamiltonian p m * hamiltonian p m = ((energy p m : ℂ) ^ 2) • 1 := by
  have h : (energy p m : ℂ) ^ 2 = (p : ℂ) ^ 2 + (m : ℂ) ^ 2 := by exact_mod_cast energy_sq p m
  rw [h]
  ext i j
  fin_cases i <;> fin_cases j <;>
    simp [hamiltonian, Matrix.mul_apply, Fin.sum_univ_two] <;> ring

/-- The evolution matrix solves the Dirac equation `dU/dt = -i H U`, entry by entry. -/
theorem evolution_dirac_equation {p m : ℝ} (hE : 0 < energy p m) (t : ℝ) (i j : Fin 2) :
    HasDerivAt (fun τ : ℝ => evolution p m τ i j)
      (-I * (hamiltonian p m * evolution p m t) i j) t := by
  have hl : HasDerivAt (fun τ : ℝ => energy p m * τ) (energy p m) t := by
    simpa using (hasDerivAt_id t).const_mul (energy p m)
  have hc : HasDerivAt (fun τ : ℝ => Real.cos (energy p m * τ))
      (-(energy p m ^ 2 * (Real.sin (energy p m * t) / energy p m))) t :=
    hl.cos.congr_deriv (by field_simp)
  have hs : HasDerivAt (fun τ : ℝ => Real.sin (energy p m * τ) / energy p m)
      (Real.cos (energy p m * t)) t :=
    (hl.sin.div_const (energy p m)).congr_deriv (by field_simp)
  have h := (hc.ofReal_comp.mul_const ((1 : Matrix (Fin 2) (Fin 2) ℂ) i j)).fun_sub
    ((hs.ofReal_comp.const_mul I).mul_const (hamiltonian p m i j))
  have hfun : (fun τ : ℝ => evolution p m τ i j) = fun τ : ℝ =>
      ((Real.cos (energy p m * τ) : ℝ) : ℂ) * (1 : Matrix (Fin 2) (Fin 2) ℂ) i j
      - I * ((Real.sin (energy p m * τ) / energy p m : ℝ) : ℂ) * hamiltonian p m i j := by
    funext τ
    simp only [evolution, Matrix.sub_apply, Matrix.smul_apply, smul_eq_mul]
  rw [hfun]
  refine h.congr_deriv ?_
  -- the square of the Hamiltonian turns `H U` back into a combination of `1` and `H`
  simp only [evolution, mul_sub, Matrix.mul_smul, mul_one, hamiltonian_sq, Matrix.sub_apply,
    Matrix.smul_apply, smul_eq_mul]
  rw [Complex.ofReal_neg, Complex.ofReal_mul, Complex.ofReal_pow]
  linear_combination (-((energy p m : ℂ) ^ 2
    * ((Real.sin (energy p m * t) / energy p m : ℝ) : ℂ)
    * (1 : Matrix (Fin 2) (Fin 2) ℂ) i j)) * Complex.I_sq

/-- Evolving for a time `t` and then for a time `s` is evolving for the time `s + t`. -/
theorem evolution_add {p m : ℝ} (hE : 0 < energy p m) (s t : ℝ) :
    evolution p m (s + t) = evolution p m s * evolution p m t := by
  have h : (energy p m : ℂ) ^ 2 = (p : ℂ) ^ 2 + (m : ℂ) ^ 2 := by exact_mod_cast energy_sq p m
  have hc : Real.cos (energy p m * (s + t)) =
      Real.cos (energy p m * s) * Real.cos (energy p m * t) - energy p m ^ 2 *
      ((Real.sin (energy p m * s) / energy p m) * (Real.sin (energy p m * t) / energy p m)) := by
    rw [mul_add, Real.cos_add]; field_simp
  have hs : Real.sin (energy p m * (s + t)) / energy p m =
      Real.sin (energy p m * s) / energy p m * Real.cos (energy p m * t)
      + Real.cos (energy p m * s) * (Real.sin (energy p m * t) / energy p m) := by
    rw [mul_add, Real.sin_add]; ring
  rw [evolution_eq, evolution_eq, evolution_eq, hc, hs, Matrix.mul_fin_two]
  generalize Real.cos (energy p m * s) = a
  generalize Real.cos (energy p m * t) = b
  generalize Real.sin (energy p m * s) / energy p m = x
  generalize Real.sin (energy p m * t) / energy p m = y
  simp only [Complex.ofReal_sub, Complex.ofReal_add, Complex.ofReal_mul, Complex.ofReal_pow]
  apply ext2
  · linear_combination (-(x * y : ℂ)) * h - ((p : ℂ) ^ 2 + m ^ 2) * x * y * Complex.I_sq
  · ring
  · ring
  · linear_combination (-(x * y : ℂ)) * h - ((p : ℂ) ^ 2 + m ^ 2) * x * y * Complex.I_sq

/-- The conjugate transpose of the transfer matrix times the transfer matrix is `1 + m² s²` times
the identity. -/
theorem transfer_unitarity_defect (p m s : ℝ) :
    (transfer p m s)ᴴ * transfer p m s = (1 + (m : ℂ) ^ 2 * (s : ℂ) ^ 2) • 1 := by
  have h : ((Real.cos (p * s) : ℝ) : ℂ) ^ 2 + ((Real.sin (p * s) : ℝ) : ℂ) ^ 2 = 1 := by
    exact_mod_cast Real.cos_sq_add_sin_sq (p * s)
  rw [transfer_eq]
  generalize Real.cos (p * s) = a at *
  generalize Real.sin (p * s) = b at *
  ext i j
  fin_cases i <;> fin_cases j <;>
    simp [Matrix.mul_apply, Fin.sum_univ_two, Matrix.conjTranspose_apply] <;>
    first
      | linear_combination h - ((b : ℂ) ^ 2 + (m : ℂ) ^ 2 * (s : ℂ) ^ 2) * Complex.I_sq
      | ring1

private theorem rowBound2 {a b c d : ℂ} {K : ℝ} (h0 : ‖a‖ + ‖b‖ ≤ K) (h1 : ‖c‖ + ‖d‖ ≤ K) :
    RowBound !![a, b; c, d] K := by
  intro i
  fin_cases i
  · simpa [Fin.sum_univ_two] using h0
  · simpa [Fin.sum_univ_two] using h1

private theorem RowBound.mul {A B : Matrix (Fin 2) (Fin 2) ℂ} {a b : ℝ} (hA : RowBound A a)
    (hB : RowBound B b) (hb : 0 ≤ b) : RowBound (A * B) (a * b) := by
  intro i
  calc ∑ j, ‖(A * B) i j‖ ≤ ∑ j, ∑ k, ‖A i k‖ * ‖B k j‖ :=
        Finset.sum_le_sum fun j _ => by
          rw [Matrix.mul_apply]
          exact (norm_sum_le _ _).trans_eq (by simp only [norm_mul])
    _ = ∑ k, ‖A i k‖ * ∑ j, ‖B k j‖ := by
        rw [Finset.sum_comm]; simp only [Finset.mul_sum]
    _ ≤ ∑ k, ‖A i k‖ * b :=
        Finset.sum_le_sum fun k _ => mul_le_mul_of_nonneg_left (hB k) (norm_nonneg _)
    _ = (∑ k, ‖A i k‖) * b := by rw [Finset.sum_mul]
    _ ≤ a * b := mul_le_mul_of_nonneg_right (hA i) hb

/-- If two matrices have absolute row sums at most `K`, where `K ≥ 1`, and their difference has
absolute row sums at most `δ`, then the difference of their `n`-th powers has absolute row sums at
most `n Kⁿ δ`. -/
theorem error_accumulation {A B : Matrix (Fin 2) (Fin 2) ℂ} {K δ : ℝ} (hK : 1 ≤ K) (hδ : 0 ≤ δ)
    (hA : RowBound A K) (hB : RowBound B K) (hAB : RowBound (A - B) δ) (n : ℕ) :
    RowBound (A ^ n - B ^ n) (n * K ^ n * δ) := by
  have hK0 : 0 ≤ K := by linarith
  have hpow : ∀ k : ℕ, RowBound (A ^ k) (K ^ k) := by
    intro k
    induction k with
    | zero => intro i; fin_cases i <;> simp [Fin.sum_univ_two]
    | succ k ih => rw [pow_succ, pow_succ]; exact ih.mul hA hK0
  induction n with
  | zero => intro i; simp
  | succ n ih =>
    intro i
    -- split off the error made in a single step
    have e : A ^ (n + 1) - B ^ (n + 1) = A ^ n * (A - B) + (A ^ n - B ^ n) * B := by
      rw [pow_succ, pow_succ]; noncomm_ring
    have h1 := (hpow n).mul hAB hδ i
    have h2 := ih.mul hB hK0 i
    have h3 : K ^ n * δ ≤ K ^ n * δ * K := le_mul_of_one_le_right (by positivity) hK
    rw [e]
    calc ∑ j, ‖(A ^ n * (A - B) + (A ^ n - B ^ n) * B) i j‖
        ≤ ∑ j, (‖(A ^ n * (A - B)) i j‖ + ‖((A ^ n - B ^ n) * B) i j‖) :=
          Finset.sum_le_sum fun j _ => norm_add_le _ _
      _ ≤ K ^ n * δ * K + n * K ^ n * δ * K := by
          rw [Finset.sum_add_distrib]; linarith
      _ = ((n + 1 : ℕ) : ℝ) * K ^ (n + 1) * δ := by push_cast; ring

private theorem norm_le {z : ℂ} {a b : ℝ} (h : z = a + I * b) : ‖z‖ ≤ |a| + |b| := by
  rw [h]
  exact (norm_add_le _ _).trans_eq (by simp)

private theorem norm_le_one {z : ℂ} {a b : ℝ} (h : z = a + I * b) (hab : a ^ 2 + b ^ 2 ≤ 1) :
    ‖z‖ ≤ 1 := by
  have h1 : ‖z‖ ^ 2 = a ^ 2 + b ^ 2 := by
    rw [h, Complex.sq_norm, Complex.normSq_apply]
    simp
    ring
  nlinarith [norm_nonneg z]

private theorem abs_sin_le (y : ℝ) : |Real.sin y| ≤ |y| := by
  have h := Real.one_sub_sq_div_two_le_cos (x := 2 * y)
  rw [Real.cos_two_mul] at h
  exact sq_le_sq.1 (by nlinarith [Real.sin_sq_add_cos_sq y])

private theorem abs_sin_sub_le (x : ℝ) : |Real.sin x - x| ≤ x ^ 2 := by
  have key : ∀ y : ℝ, 0 ≤ y → |Real.sin y - y| ≤ y ^ 2 := by
    intro y hy
    have h1 := Real.sin_le hy
    refine abs_le.2 ⟨?_, by nlinarith [sq_nonneg y]⟩
    rcases le_total y 1 with h | h
    · have h2 := (abs_le.1 (Real.sin_bound (x := y) (by rwa [abs_of_nonneg hy]))).1
      rw [abs_of_nonneg hy] at h2
      have h3 : y ^ 3 ≤ y ^ 2 := pow_le_pow_of_le_one hy h (by norm_num)
      have h4 : y ^ 4 ≤ y ^ 2 := pow_le_pow_of_le_one hy h (by norm_num)
      nlinarith [sq_nonneg y]
    · rcases le_total y 2 with h' | h'
      · have := Real.sin_nonneg_of_nonneg_of_le_pi hy (by linarith [Real.pi_gt_three])
        nlinarith
      · nlinarith [Real.neg_one_le_sin y]
  rcases le_total 0 x with h | h
  · exact key x h
  · have h1 := key (-x) (by linarith)
    rwa [Real.sin_neg, show -Real.sin x - -x = -(Real.sin x - x) by ring, abs_neg, neg_sq] at h1

/-- Stability: the absolute row sums of the transfer matrix and of the evolution matrix for a time
`s` are at most `exp |m s|`. -/
theorem step_stability {p m : ℝ} (hE : 0 < energy p m) (s : ℝ) :
    RowBound (transfer p m s) (Real.exp |m * s|) ∧
      RowBound (evolution p m s) (Real.exp |m * s|) := by
  have hexp := Real.add_one_le_exp |m * s|
  constructor
  · have h := Real.cos_sq_add_sin_sq (p * s)
    have ho : ‖I * (m : ℂ) * s‖ ≤ |(0 : ℝ)| + |m * s| := norm_le (by push_cast; ring)
    rw [abs_zero] at ho
    rw [transfer_eq]
    refine rowBound2 ?_ ?_
    · have := norm_le_one (a := Real.cos (p * s)) (b := -Real.sin (p * s))
        (by rw [Complex.ofReal_neg]) (by rw [neg_sq]; exact h.le)
      linarith
    · have := norm_le_one (a := Real.cos (p * s)) (b := Real.sin (p * s)) rfl h.le
      linarith
  · have h := Real.cos_sq_add_sin_sq (energy p m * s)
    have hS : |Real.sin (energy p m * s) / energy p m| ≤ |s| := by
      rw [abs_div, abs_of_pos hE, div_le_iff₀ hE]
      refine (abs_sin_le _).trans_eq ?_
      rw [abs_mul, abs_of_pos hE, mul_comm]
    have hES : energy p m * (Real.sin (energy p m * s) / energy p m)
        = Real.sin (energy p m * s) := by field_simp
    rw [evolution_eq]
    generalize Real.sin (energy p m * s) / energy p m = x at *
    generalize Real.cos (energy p m * s) = a at *
    have hax : a ^ 2 + (p * x) ^ 2 ≤ 1 := by
      have e : (energy p m * x) ^ 2 = (p * x) ^ 2 + (m * x) ^ 2 := by
        rw [mul_pow, energy_sq]; ring
      rw [← hES] at h
      linarith [sq_nonneg (m * x)]
    have ho : ‖I * (m : ℂ) * x‖ ≤ |(0 : ℝ)| + |m * x| := norm_le (by push_cast; ring)
    have hm : |m * x| ≤ |m * s| := by
      rw [abs_mul, abs_mul]; exact mul_le_mul_of_nonneg_left hS (abs_nonneg m)
    rw [abs_zero] at ho
    refine rowBound2 ?_ ?_
    · have : ‖(a : ℂ) - I * p * x‖ ≤ 1 :=
        norm_le_one (a := a) (b := -(p * x)) (by push_cast; ring) (by rwa [neg_sq])
      linarith
    · have : ‖(a : ℂ) + I * p * x‖ ≤ 1 :=
        norm_le_one (a := a) (b := p * x) (by push_cast; ring) hax
      linarith

/-- Consistency: for one time step `s`, every absolute row sum of the transfer matrix minus the
evolution matrix is at most `4 (E s)²`. -/
theorem step_consistency {p m : ℝ} (hE : 0 < energy p m) (s : ℝ) :
    RowBound (transfer p m s - evolution p m s) (4 * (energy p m * s) ^ 2) := by
  have hEs : (energy p m * s) ^ 2 = (p * s) ^ 2 + (m * s) ^ 2 := by
    rw [mul_pow, energy_sq]; ring
  have hpE : |p| ≤ energy p m := Real.abs_le_sqrt (by nlinarith [sq_nonneg m])
  have hmE : |m| ≤ energy p m := Real.abs_le_sqrt (by nlinarith [sq_nonneg p])
  have hS : |s - Real.sin (energy p m * s) / energy p m| ≤ energy p m * s ^ 2 := by
    have e : s - Real.sin (energy p m * s) / energy p m
        = -((Real.sin (energy p m * s) - energy p m * s) / energy p m) := by
      field_simp
      ring
    rw [e, abs_neg, abs_div, abs_of_pos hE, div_le_iff₀ hE]
    exact (abs_sin_sub_le _).trans_eq (by ring)
  have hcos : |Real.cos (p * s) - Real.cos (energy p m * s)| ≤ (energy p m * s) ^ 2 := by
    have h1 := Real.one_sub_sq_div_two_le_cos (x := p * s)
    have h2 := Real.one_sub_sq_div_two_le_cos (x := energy p m * s)
    have h3 := Real.cos_le_one (p * s)
    have h4 := Real.cos_le_one (energy p m * s)
    exact abs_le.2 ⟨by linarith [sq_nonneg (p * s), sq_nonneg (m * s)],
      by linarith [sq_nonneg (p * s), sq_nonneg (m * s)]⟩
  have hsin := abs_sin_sub_le (p * s)
  rw [transfer_eq, evolution_eq, sub2]
  generalize Real.sin (energy p m * s) / energy p m = x at *
  generalize Real.cos (energy p m * s) = c at *
  have hp : |p * s - p * x| ≤ (energy p m * s) ^ 2 := by
    rw [← mul_sub, abs_mul]
    exact (mul_le_mul hpE hS (abs_nonneg _) hE.le).trans_eq (by ring)
  have hm : |m * (s - x)| ≤ (energy p m * s) ^ 2 := by
    rw [abs_mul]
    exact (mul_le_mul hmE hS (abs_nonneg _) hE.le).trans_eq (by ring)
  have hb := abs_sub_le (Real.sin (p * s)) (p * s) (p * x)
  have ho : ‖I * (m : ℂ) * s - I * m * x‖ ≤ |(0 : ℝ)| + |m * (s - x)| :=
    norm_le (by push_cast; ring)
  rw [abs_zero] at ho
  refine rowBound2 ?_ ?_
  · have h := norm_le (z := ((Real.cos (p * s) : ℝ) : ℂ) + I * -((Real.sin (p * s) : ℝ) : ℂ)
      - ((c : ℂ) - I * p * x)) (a := Real.cos (p * s) - c) (b := -(Real.sin (p * s) - p * x))
      (by push_cast; ring)
    rw [abs_neg] at h
    linarith [sq_nonneg (m * s)]
  · have h := norm_le (z := ((Real.cos (p * s) : ℝ) : ℂ) + I * ((Real.sin (p * s) : ℝ) : ℂ)
      - ((c : ℂ) + I * p * x)) (a := Real.cos (p * s) - c) (b := Real.sin (p * s) - p * x)
      (by push_cast; ring)
    linarith [sq_nonneg (m * s)]

private theorem evolution_pow {p m : ℝ} (hE : 0 < energy p m) (s : ℝ) (n : ℕ) :
    evolution p m s ^ n = evolution p m (n * s) := by
  induction n with
  | zero => simp [evolution]
  | succ n ih =>
    rw [pow_succ, ih, ← evolution_add hE]
    congr 1
    push_cast; ring

/-- After `n` checkerboard steps of length `t/n`, every matrix entry agrees with the evolution
matrix for the time `t` up to `4 (E t)² exp|m t| / n`. -/
theorem checkerboard_error {p m : ℝ} (hE : 0 < energy p m) (t : ℝ) {n : ℕ} (hn : n ≠ 0)
    (i j : Fin 2) : ‖(transfer p m (t / n) ^ n - evolution p m t) i j‖
      ≤ 4 * (energy p m * t) ^ 2 * Real.exp |m * t| / n := by
  have hn' : (n : ℝ) ≠ 0 := Nat.cast_ne_zero.2 hn
  obtain ⟨hA, hB⟩ := step_stability hE (t / n)
  have h := error_accumulation (Real.one_le_exp (abs_nonneg _)) (by positivity) hA hB
    (step_consistency hE (t / n)) n i
  have hexp : Real.exp |m * (t / n)| ^ n = Real.exp |m * t| := by
    rw [← Real.exp_nat_mul, ← mul_div_assoc, abs_div, Nat.abs_cast, mul_div_cancel₀ _ hn']
  rw [evolution_pow hE, mul_div_cancel₀ _ hn', hexp] at h
  refine (Finset.single_le_sum
    (f := fun j => ‖(transfer p m (t / n) ^ n - evolution p m t) i j‖)
    (fun _ _ => norm_nonneg _) (Finset.mem_univ j)).trans (h.trans_eq ?_)
  field_simp

/-- The checkerboard limit at fixed momentum: `n` steps of length `t/n` tend to `cos(Et) - i H
sin(Et)/E` as `n` tends to infinity. -/
theorem checkerboard_tendsto_dirac {p m : ℝ} (hE : 0 < energy p m) (t : ℝ) :
    Tendsto (fun n : ℕ => transfer p m (t / n) ^ n) atTop (𝓝 (evolution p m t)) := by
  refine tendsto_pi_nhds.2 fun i => tendsto_pi_nhds.2 fun j => ?_
  rw [tendsto_iff_norm_sub_tendsto_zero]
  refine squeeze_zero' (Eventually.of_forall fun _ => norm_nonneg _) ?_
    (tendsto_const_div_atTop_nhds_zero_nat (4 * (energy p m * t) ^ 2 * Real.exp |m * t|))
  filter_upwards [eventually_ne_atTop 0] with n hn
  exact checkerboard_error hE t hn i j

end

end CheckerboardDirac
```

```lean
#print axioms CheckerboardDirac.energy_pos
-- 'CheckerboardDirac.energy_pos' depends on axioms: [propext, Classical.choice, Quot.sound]
#print axioms CheckerboardDirac.evolution_dirac_equation
-- 'CheckerboardDirac.evolution_dirac_equation' depends on axioms: [propext, Classical.choice, Quot.sound]
#print axioms CheckerboardDirac.transfer_unitarity_defect
-- 'CheckerboardDirac.transfer_unitarity_defect' depends on axioms: [propext, Classical.choice, Quot.sound]
#print axioms CheckerboardDirac.checkerboard_tendsto_dirac
-- 'CheckerboardDirac.checkerboard_tendsto_dirac' depends on axioms: [propext, Classical.choice, Quot.sound]
```

## How the proof follows the estimates

`hamiltonian_sq` drives `evolution_dirac_equation`, while `evolution_add` uses the trigonometric addition formulas. `transfer_eq` and `evolution_eq` write out the entries, from which `transfer_unitarity_defect`, `step_stability` and `step_consistency` follow.

`abs_sin_sub_le` proves the sine estimate from a Taylor bound for $|x|\le1$ and from the sign and range of sine beyond that. `RowBound.mul` multiplies row bounds, and `error_accumulation` is the induction. `evolution_pow` identifies $U(t/n)^n$ with $U(t)$; `checkerboard_error` then bounds one entry by its row sum, and `squeeze_zero'` gives the limit.

The condition $K\ge1$ in `error_accumulation` matters: for $A=\tfrac12\mathbf 1$, $B=0$, $K=\delta=\tfrac12$ and $n=1$, the error is $\tfrac12$, but the formula would give $\tfrac14$.

For $m=0$ and $p\ne0$, the matrix $M(s)$ is diagonal and equals $U(s)$, so the checkerboard is exact for every $n\ge1$.
